# For $s_0>0$, $L^{1/3}F(L^{2/3}s_0)$ has a finite limit as $L\to\infty$ exactly when $\sqrt{s}\,F(s)$ has one as $s\to\infty$

## Must a GGA enhancement factor decay like $s^{-1/2}$ to survive compression into a plane?

If the enhancement factor $F(s)$ of an exchange GGA levels off at a positive constant for large reduced gradient $s$, squeezing a density towards a plane sends its exchange energy density to minus infinity wherever the density varies along the squeezed direction. Where the density gradient points along that direction and the reduced gradient is $s_0$ before compression, squeezing by a factor $L$ gives, per unit of original volume, $L^{1/3}F(L^{2/3}s_0)$ times the original local exchange density. This seems to demand $F\sim s^{-1/2}$. Is a finite limit here really equivalent to a finite limit of $\sqrt{s}\,F(s)$, and how are the two limits related? I would like a full proof, checked in Lean, that also handles the transverse gradient.

## Yes for a nonzero limit; faster decay gives zero

Put $s=L^{2/3}s_0$ with $s_0>0$. Then $\sqrt{s}=L^{1/3}\sqrt{s_0}$, so

$$\sqrt{s}\,F(s)=\sqrt{s_0}\;L^{1/3}F(L^{2/3}s_0).$$

As $L$ grows, $s$ runs through all large values. Hence $L^{1/3}F(L^{2/3}s_0)\to d$ exactly when $\sqrt{s}\,F(s)\to\sqrt{s_0}\,d$.

For the full gradient, let $n_L(x,y,z)=L\,n(Lx,y,z)$. If $n$ has gradient $(a,b,c)$ at a point, $n_L$ has gradient $(L^2a,Lb,Lc)$ at the corresponding point. With $s=|\nabla n|/(2(3\pi^2)^{1/3}n^{4/3})$, the compressed reduced gradient is

$$\sigma(L)=L^{2/3}\,\frac{\sqrt{a^2+(b^2+c^2)/L^2}}{2(3\pi^2)^{1/3}n^{4/3}},\qquad \frac{\sigma(L)}{L^{2/3}}\to s_0=\frac{|a|}{2(3\pi^2)^{1/3}n^{4/3}}.$$

The local exchange density $e(n)=-\tfrac34(3/\pi)^{1/3}n^{4/3}$ gains a factor $L^{4/3}$, and the volume element shrinks by $L$. Per original volume, the exchange density is therefore $e(n)\,L^{1/3}F(\sigma(L))$.

Suppose $n>0$ and $a\neq0$, so $s_0>0$. Write $\sqrt{\sigma(L)}=r(L)L^{1/3}$, where $r(L)\to\sqrt{s_0}$. Multiplying or dividing by $r(L)$ converts a limit of $L^{1/3}F(\sigma(L))$ into one of $\sqrt{\sigma(L)}\,F(\sigma(L))$, and back. Since $\sigma(L)=r(L)^2L^{2/3}\to\infty$, a limit in $s$ is also a limit along $\sigma(L)$. Conversely, $\sigma$ is continuous for $L>0$, so for any $M>0$ it takes every value above $\sigma(M)$ at some $L\ge M$, and a limit along $\sigma(L)$ is a limit in $s$.

For $F=s^{-p}$, $\sqrt{s}\,F=s^{1/2-p}$ diverges for $p<1/2$, equals 1 for $p=1/2$ and vanishes in the limit for $p>1/2$. Only $p=1/2$ gives a finite nonzero limit, $d=1/\sqrt{s_0}$. If instead $F\ge m>0$ at large $s$, then $L^{1/3}F(\sigma(L))\ge mL^{1/3}$ for large $L$, and the negative factor $e(n)$ sends the exchange density to $-\infty$.

In Lean, `Tendsto f atTop (𝓝 d)` says that $f$ tends to the real number $d$ as its argument grows. `finite_limit_iff` is the equivalence you asked about, and `scaling_limit_iff` relates the values. `F` is an arbitrary real function, with no continuity or sign assumed.

`compressedExchange_limit_iff` treats the full gradient. Its limit is written `ldaExchange n * d`, which covers every finite value because `ldaExchange n` is nonzero. The numbers `a`, `b`, `c` are the partial derivatives at a fixed point of the original density; `compress_gradient` supplies their scaling. The formulas are spin-unpolarised and in atomic units.

The result is pointwise and does not control the integrated energy. Points with $a=0$ are excluded: there $\sigma(L)$ does not grow, so the large-$s$ form of $F$ does not decide the limit. Within that restriction, it gives a test of the large-$s$ form of an exchange GGA meant for thin electron layers.

```lean
import Mathlib

open Filter Topology

namespace TwoDimensionalExchange

noncomputable section

/-- The density `n` compressed by the factor `L > 0` along the x axis. -/
def compress (L : ℝ) (n : ℝ → ℝ → ℝ → ℝ) (x y z : ℝ) : ℝ := L * n (L * x) y z

/-- The reduced gradient `s` for density `n > 0` and gradient magnitude `g`. -/
def reducedGradient (n g : ℝ) : ℝ :=
  g / (2 * (3 * Real.pi ^ 2) ^ (1 / 3 : ℝ) * n ^ (4 / 3 : ℝ))

/-- The exchange energy density of the uniform electron gas of density `n ≥ 0`. -/
def ldaExchange (n : ℝ) : ℝ :=
  -(3 / 4 * (3 / Real.pi) ^ (1 / 3 : ℝ)) * n ^ (4 / 3 : ℝ)

/-- The GGA exchange energy density with enhancement factor `F`, for density `n > 0`. -/
def exchangeDensity (F : ℝ → ℝ) (n g : ℝ) : ℝ := ldaExchange n * F (reducedGradient n g)

/-- The reduced gradient after compression by `L > 0` along x, at a point where the original
density is `n > 0` and its gradient is `(a, b, c)`. -/
def compressedGradient (n a b c L : ℝ) : ℝ :=
  reducedGradient (L * n) √((L ^ 2 * a) ^ 2 + (L * b) ^ 2 + (L * c) ^ 2)

/-- The exchange energy after compression by `L > 0` along x, per unit volume of the
uncompressed system, where the original density is `n > 0` and its gradient is `(a, b, c)`. -/
def compressedExchange (F : ℝ → ℝ) (n a b c L : ℝ) : ℝ :=
  exchangeDensity F (L * n) √((L ^ 2 * a) ^ 2 + (L * b) ^ 2 + (L * c) ^ 2) / L

/-- Compression along x multiplies the x derivative of a density by `L ^ 2` and a transverse
derivative by `L`, where the original derivatives exist at the corresponding point. -/
theorem compress_gradient {n : ℝ → ℝ → ℝ → ℝ} {L x y z a b c : ℝ}
    (ha : HasDerivAt (fun u => n u y z) a (L * x))
    (hb : HasDerivAt (fun u => n (L * x) u z) b y)
    (hc : HasDerivAt (fun u => n (L * x) y u) c z) :
    HasDerivAt (fun u => compress L n u y z) (L ^ 2 * a) x ∧
      HasDerivAt (fun u => compress L n x u z) (L * b) y ∧
      HasDerivAt (fun u => compress L n x y u) (L * c) z := by
  have hl : HasDerivAt (fun u : ℝ => L * u) L x := by
    simpa using (hasDerivAt_id x).const_mul L
  have h := (HasDerivAt.comp x ha hl).const_mul L
  exact ⟨h.congr_deriv (by ring), hb.const_mul L, hc.const_mul L⟩

/-- A reduced gradient whose ratio to `L ^ (2/3)` has a positive limit grows without bound. -/
theorem gradient_tendsto_atTop {σ : ℝ → ℝ} {s₀ : ℝ} (hs : 0 < s₀)
    (hr : Tendsto (fun L => σ L / L ^ (2 / 3 : ℝ)) atTop (𝓝 s₀)) :
    Tendsto σ atTop atTop := by
  refine (hr.pos_mul_atTop hs (tendsto_rpow_atTop (by norm_num : (0 : ℝ) < 2 / 3))).congr' ?_
  filter_upwards [eventually_gt_atTop 0] with L hL
  exact div_mul_cancel₀ _ (Real.rpow_pos_of_pos hL _).ne'

/-- If the reduced gradient `σ L` is continuous for `L > 0` and `σ L / L ^ (2/3)` tends to
`s₀ > 0`, then `L ^ (1/3) * F (σ L)` tends to `d` exactly when `√s * F s` tends to `√s₀ * d`. -/
theorem limit_along_gradient_iff {F σ : ℝ → ℝ} {s₀ d : ℝ} (hs : 0 < s₀)
    (hσ : ContinuousOn σ (Set.Ioi 0))
    (hr : Tendsto (fun L => σ L / L ^ (2 / 3 : ℝ)) atTop (𝓝 s₀)) :
    Tendsto (fun L => L ^ (1 / 3 : ℝ) * F (σ L)) atTop (𝓝 d) ↔
      Tendsto (fun s => √s * F s) atTop (𝓝 (√s₀ * d)) := by
  have htop := gradient_tendsto_atTop hs hr
  have hne : √s₀ ≠ 0 := (Real.sqrt_pos.2 hs).ne'
  -- by the intermediate value theorem, every large s is reached at a large L
  have hmap : map σ atTop = atTop := by
    refine le_antisymm htop ?_
    intro S hS
    obtain ⟨M, hM⟩ := mem_atTop_sets.1 (mem_map.1 hS)
    refine mem_atTop_sets.2 ⟨σ (max M 1), fun s hs' => ?_⟩
    obtain ⟨L, hL1, hL2⟩ :=
      ((htop.eventually_ge_atTop s).and (eventually_ge_atTop (max M 1))).exists
    have hc : ContinuousOn σ (Set.Icc (max M 1) L) := hσ.mono fun x hx =>
      Set.mem_Ioi.2 (by linarith [le_max_right M 1, hx.1])
    obtain ⟨x, hx, rfl⟩ := intermediate_value_Icc hL2 hc ⟨hs', hL1⟩
    exact hM x ((le_max_left M 1).trans hx.1)
  have h2 : Tendsto (fun s => √s * F s) (map σ atTop) (𝓝 (√s₀ * d)) ↔
      Tendsto (fun L => √(σ L) * F (σ L)) atTop (𝓝 (√s₀ * d)) := tendsto_map'_iff
  rw [hmap] at h2
  rw [h2]
  -- the square root of the reduced gradient grows as L ^ (1/3)
  have hroot : Tendsto (fun L => √(σ L / L ^ (2 / 3 : ℝ))) atTop (𝓝 √s₀) :=
    (Real.continuous_sqrt.tendsto s₀).comp hr
  have hfac : ∀ᶠ L in atTop, √(σ L / L ^ (2 / 3 : ℝ)) * L ^ (1 / 3 : ℝ) = √(σ L) := by
    filter_upwards [eventually_gt_atTop 0] with L hL
    have h : √(L ^ (2 / 3 : ℝ)) = L ^ (1 / 3 : ℝ) := by
      rw [Real.sqrt_eq_rpow, ← Real.rpow_mul hL.le]
      norm_num
    rw [← h, ← Real.sqrt_mul' _ (Real.rpow_nonneg hL.le _),
      div_mul_cancel₀ _ (Real.rpow_pos_of_pos hL _).ne']
  constructor
  · intro h
    refine (hroot.mul h).congr' ?_
    filter_upwards [hfac] with L hL
    rw [← mul_assoc, hL]
  · intro h
    have h3 : Tendsto (fun L => √(σ L) * F (σ L) / √(σ L / L ^ (2 / 3 : ℝ))) atTop
        (𝓝 (√s₀ * d / √s₀)) := h.div hroot hne
    rw [mul_div_cancel_left₀ _ hne] at h3
    refine h3.congr' ?_
    filter_upwards [hfac, hroot.eventually_ne hne] with L hL h0
    rw [← hL, mul_assoc, mul_div_cancel_left₀ _ h0]

/-- For `s₀ > 0`, `L ^ (1/3) * F (L ^ (2/3) * s₀)` tends to `d` exactly when `√s * F s` tends
to `√s₀ * d`. -/
theorem scaling_limit_iff {F : ℝ → ℝ} {s₀ d : ℝ} (hs : 0 < s₀) :
    Tendsto (fun L : ℝ => L ^ (1 / 3 : ℝ) * F (L ^ (2 / 3 : ℝ) * s₀)) atTop (𝓝 d) ↔
      Tendsto (fun s => √s * F s) atTop (𝓝 (√s₀ * d)) := by
  refine limit_along_gradient_iff (σ := fun L => L ^ (2 / 3 : ℝ) * s₀) hs ?_ ?_
  · exact (continuousOn_id.rpow_const fun _ _ => Or.inr (by norm_num)).mul continuousOn_const
  · refine tendsto_const_nhds.congr' ?_
    filter_upwards [eventually_gt_atTop 0] with L hL
    exact (mul_div_cancel_left₀ _ (Real.rpow_pos_of_pos hL _).ne').symm

/-- For `s₀ > 0`, `L ^ (1/3) * F (L ^ (2/3) * s₀)` has a finite limit exactly when
`√s * F s` has one. -/
theorem finite_limit_iff {F : ℝ → ℝ} {s₀ : ℝ} (hs : 0 < s₀) :
    (∃ d, Tendsto (fun L : ℝ => L ^ (1 / 3 : ℝ) * F (L ^ (2 / 3 : ℝ) * s₀)) atTop (𝓝 d)) ↔
      ∃ k, Tendsto (fun s => √s * F s) atTop (𝓝 k) := by
  constructor
  · rintro ⟨d, h⟩
    exact ⟨_, (scaling_limit_iff hs).1 h⟩
  · rintro ⟨k, h⟩
    refine ⟨k / √s₀, (scaling_limit_iff hs).2 ?_⟩
    rwa [mul_div_cancel₀ _ (Real.sqrt_pos.2 hs).ne']

/-- At a point with `n > 0`, the compressed reduced gradient divided by `L ^ (2/3)` tends to
the reduced gradient formed with the x derivative alone. -/
theorem compressedGradient_ratio {n : ℝ} (a b c : ℝ) (hn : 0 < n) :
    Tendsto (fun L => compressedGradient n a b c L / L ^ (2 / 3 : ℝ)) atTop
      (𝓝 (reducedGradient n |a|)) := by
  have hd (t : ℝ) : Tendsto (fun L : ℝ => t / L) atTop (𝓝 0) :=
    tendsto_const_nhds.div_atTop tendsto_id
  have h1 : Tendsto (fun L : ℝ => √(a ^ 2 + (b / L) ^ 2 + (c / L) ^ 2)) atTop
      (𝓝 √(a ^ 2 + 0 ^ 2 + 0 ^ 2)) :=
    ((tendsto_const_nhds.add ((hd b).pow 2)).add ((hd c).pow 2)).sqrt
  have e : √(a ^ 2 + 0 ^ 2 + 0 ^ 2) = |a| := by
    rw [← Real.sqrt_sq_eq_abs]
    norm_num
  rw [e] at h1
  have h2 : Tendsto (fun L : ℝ => reducedGradient n √(a ^ 2 + (b / L) ^ 2 + (c / L) ^ 2))
      atTop (𝓝 (reducedGradient n |a|)) := h1.div_const _
  refine h2.congr' ?_
  filter_upwards [eventually_gt_atTop 0] with L hL
  -- pull the powers of L out of the gradient and of the density
  have hg : √((L ^ 2 * a) ^ 2 + (L * b) ^ 2 + (L * c) ^ 2) =
      L ^ 2 * √(a ^ 2 + (b / L) ^ 2 + (c / L) ^ 2) := by
    have h : (L ^ 2 * a) ^ 2 + (L * b) ^ 2 + (L * c) ^ 2 =
        (L ^ 2) ^ 2 * (a ^ 2 + (b / L) ^ 2 + (c / L) ^ 2) := by field_simp
    rw [h, Real.sqrt_mul (by positivity), Real.sqrt_sq (by positivity)]
  have hp : L ^ 2 = L ^ (2 / 3 : ℝ) * L ^ (4 / 3 : ℝ) := by
    rw [← Real.rpow_add hL, ← Real.rpow_natCast]
    norm_num
  have key : ∀ P Q R k N : ℝ, P ≠ 0 → Q ≠ 0 → k ≠ 0 → N ≠ 0 →
      R / (k * N) = P * Q * R / (k * (Q * N)) / P := by
    intro P Q R k N hP hQ hk hN
    field_simp
  unfold compressedGradient reducedGradient
  rw [hg, hp, Real.mul_rpow hL.le hn.le]
  exact key _ _ _ _ _ (by positivity) (by positivity) (by positivity) (by positivity)

/-- For `n > 0` and `L > 0`, the compressed exchange density is the local exchange density of
the original system times `L ^ (1/3)` times `F` at the compressed reduced gradient. -/
theorem compressedExchange_eq (F : ℝ → ℝ) {n L : ℝ} (a b c : ℝ) (hn : 0 < n) (hL : 0 < L) :
    compressedExchange F n a b c L =
      ldaExchange n * (L ^ (1 / 3 : ℝ) * F (compressedGradient n a b c L)) := by
  have h : L ^ (4 / 3 : ℝ) = L ^ (1 / 3 : ℝ) * L := by
    have h' := Real.rpow_add hL (1 / 3) 1
    rw [Real.rpow_one] at h'
    rw [← h']
    norm_num
  unfold compressedExchange exchangeDensity compressedGradient ldaExchange
  rw [Real.mul_rpow hL.le hn.le, h, div_eq_iff hL.ne']
  ring

/-- Where `n > 0` and the x derivative `a` is nonzero, the compressed exchange density tends to
`d` times the local one exactly when `√s * F s` tends to `d` times the square root of the
reduced gradient formed with `a` alone. -/
theorem compressedExchange_limit_iff {F : ℝ → ℝ} {n a b c d : ℝ} (hn : 0 < n) (ha : a ≠ 0) :
    Tendsto (compressedExchange F n a b c) atTop (𝓝 (ldaExchange n * d)) ↔
      Tendsto (fun s => √s * F s) atTop (𝓝 (√(reducedGradient n |a|) * d)) := by
  have hs : 0 < reducedGradient n |a| := by
    unfold reducedGradient
    positivity
  have hA : ldaExchange n ≠ 0 := by
    unfold ldaExchange
    exact mul_ne_zero (neg_ne_zero.2 (by positivity)) (by positivity)
  have hcont : ContinuousOn (fun L => compressedGradient n a b c L) (Set.Ioi 0) := by
    unfold compressedGradient reducedGradient
    refine ContinuousOn.div (by fun_prop) ?_ ?_
    · exact (continuous_const.mul ((continuous_id.mul continuous_const).rpow_const
        fun _ => Or.inr (by norm_num))).continuousOn
    · intro L hL
      have hL' : 0 < L := hL
      positivity
  rw [← limit_along_gradient_iff hs hcont (compressedGradient_ratio a b c hn)]
  have heq : ∀ᶠ L in atTop, compressedExchange F n a b c L =
      ldaExchange n * (L ^ (1 / 3 : ℝ) * F (compressedGradient n a b c L)) := by
    filter_upwards [eventually_gt_atTop 0] with L hL
    exact compressedExchange_eq F a b c hn hL
  rw [tendsto_congr' heq]
  constructor
  · intro h
    have h' := h.const_mul (ldaExchange n)⁻¹
    simpa only [inv_mul_cancel_left₀ hA] using h'
  · intro h
    exact h.const_mul _

/-- Where `n > 0` and the x derivative is nonzero, an enhancement factor that stays above a
positive constant at large `s` makes the compressed exchange density diverge to `-∞`. -/
theorem compressedExchange_diverges {F : ℝ → ℝ} {n a b c m : ℝ} (hn : 0 < n) (ha : a ≠ 0)
    (hm : 0 < m) (hF : ∀ᶠ s in atTop, m ≤ F s) :
    Tendsto (compressedExchange F n a b c) atTop atBot := by
  have hs : 0 < reducedGradient n |a| := by
    unfold reducedGradient
    positivity
  have hA : ldaExchange n < 0 := by
    unfold ldaExchange
    exact mul_neg_of_neg_of_pos (neg_lt_zero.2 (by positivity)) (by positivity)
  have hσ := gradient_tendsto_atTop hs (compressedGradient_ratio a b c hn)
  have h1 : Tendsto (fun L => L ^ (1 / 3 : ℝ) * F (compressedGradient n a b c L))
      atTop atTop := by
    refine tendsto_atTop_mono' atTop ?_
      ((tendsto_rpow_atTop (by norm_num : (0 : ℝ) < 1 / 3)).atTop_mul_const hm)
    filter_upwards [eventually_gt_atTop 0, hσ.eventually hF] with L hL h
    exact mul_le_mul_of_nonneg_left h (Real.rpow_nonneg hL.le _)
  refine (h1.const_mul_atTop_of_neg hA).congr' ?_
  filter_upwards [eventually_gt_atTop 0] with L hL
  exact (compressedExchange_eq F a b c hn hL).symm

/-- For `s₀ > 0` and the power law `F s = s ^ (-p)`, the scaled enhancement factor has a
finite nonzero limit exactly when `p = 1/2`. -/
theorem power_law_limit_iff {s₀ p : ℝ} (hs : 0 < s₀) :
    (∃ d, d ≠ 0 ∧ Tendsto (fun L : ℝ => L ^ (1 / 3 : ℝ) * (L ^ (2 / 3 : ℝ) * s₀) ^ (-p))
      atTop (𝓝 d)) ↔ p = 1 / 2 := by
  have hne : √s₀ ≠ 0 := (Real.sqrt_pos.2 hs).ne'
  have hk : ∀ᶠ s : ℝ in atTop, √s * s ^ (-p) = s ^ (1 / 2 - p) := by
    filter_upwards [eventually_gt_atTop 0] with s h
    rw [Real.sqrt_eq_rpow, ← Real.rpow_add h, sub_eq_add_neg]
  constructor
  · rintro ⟨d, hd, h⟩
    have h2 := ((scaling_limit_iff (F := fun s => s ^ (-p)) hs).1 h).congr' hk
    rcases lt_trichotomy p (1 / 2) with hp | hp | hp
    · exact absurd h2 (not_tendsto_nhds_of_tendsto_atTop
        (tendsto_rpow_atTop (by linarith)) _)
    · exact hp
    · have h3 := tendsto_rpow_neg_atTop (sub_pos.2 hp)
      rw [neg_sub] at h3
      exact absurd (tendsto_nhds_unique h2 h3) (mul_ne_zero hne hd)
  · intro hp
    refine ⟨1 / √s₀, one_div_ne_zero hne,
      (scaling_limit_iff (F := fun s => s ^ (-p)) hs).2 ?_⟩
    rw [mul_one_div_cancel hne]
    refine tendsto_const_nhds.congr' ?_
    filter_upwards [hk] with s h
    rw [h, hp, sub_self, Real.rpow_zero]

end

end TwoDimensionalExchange
```

```lean
#print axioms TwoDimensionalExchange.finite_limit_iff
#print axioms TwoDimensionalExchange.compressedExchange_limit_iff
#print axioms TwoDimensionalExchange.compressedExchange_diverges
#print axioms TwoDimensionalExchange.power_law_limit_iff
```

```
'TwoDimensionalExchange.finite_limit_iff' depends on axioms: [propext, Classical.choice, Quot.sound]
'TwoDimensionalExchange.compressedExchange_limit_iff' depends on axioms: [propext, Classical.choice, Quot.sound]
'TwoDimensionalExchange.compressedExchange_diverges' depends on axioms: [propext, Classical.choice, Quot.sound]
'TwoDimensionalExchange.power_law_limit_iff' depends on axioms: [propext, Classical.choice, Quot.sound]
```

The central lemma is `limit_along_gradient_iff`. Its step `hmap` uses `intermediate_value_Icc` to show that large $L$ and large $s$ define the same limits; `max M 1` keeps the interval within $L>0$, where $\sigma$ is continuous. The steps `hroot` and `hfac` are the limit of $r(L)$ and the identity $r(L)L^{1/3}=\sqrt{\sigma(L)}$.

`scaling_limit_iff` applies this lemma to $\sigma(L)=L^{2/3}s_0$. For the full gradient, `compressedGradient_ratio` proves the limit of $\sigma(L)/L^{2/3}$ and `compressedExchange_eq` the factorisation; `compressedExchange_limit_iff` then cancels the local exchange density.

`compressedExchange_diverges` makes the comparison with $mL^{1/3}$, using `gradient_tendsto_atTop` to reach the large-$s$ region. `power_law_limit_iff` splits into the three cases for $p$.
